# At fixed chemical potential, an attractive defect of rank r adds at most r electrons per spin in a finite non-interacting model

An attractive impurity in a metal lowers the energy of a few orbitals near it. If host and impurity together exchange electrons with an outside reservoir that holds the chemical potential $\mu$ fixed, levels pulled down through $\mu$ fill with electrons. How many electrons can the whole system gain if the defect potential may be arbitrarily deep?

For non-interacting electrons in finitely many orthonormal orbitals, the rank of the defect matrix for one spin channel bounds the gain per spin, whatever the depth of the defect. This gives a check on level counts in tight-binding defect models when host and defect system use the same orbitals and the same $\mu$.

## Counting electrons and measuring energy

```lean
import Mathlib

open Matrix
open scoped ComplexOrder

namespace DefectDisplacedCharge

noncomputable section

variable {n : Type*} [Fintype n] [DecidableEq n]
```

The type `n` is the finite set of orbital labels. We write $|n|$ for their number.

```lean
/-- The number of electrons per spin at chemical potential `μ`: the number of eigenvalues of the
Hermitian matrix `H` that are at most `μ`, counted with multiplicity. -/
def electronCount {H : Matrix n n ℂ} (hH : H.IsHermitian) (μ : ℝ) : ℕ :=
  Fintype.card {i // hH.eigenvalues i ≤ μ}
```

`electronCount hH μ` is the number $N_H(\mu)$ of eigenvalues of $H$ that are at most $\mu$, with multiplicity. The argument `hH` is a proof that $H$ is Hermitian, from which Lean obtains the real eigenvalues. This is the zero-temperature filling of one spin channel, with a level exactly at $\mu$ counted as occupied.

```lean
omit [DecidableEq n] in
/-- The energy form `Re x†Hx` of an orbital `x`, which need not be normalised. -/
def energy (H : Matrix n n ℂ) (x : n → ℂ) : ℝ := (star x ⬝ᵥ (H *ᵥ x)).re
```

This is $E_H(x)=\mathrm{Re}\,x^\dagger Hx$. For nonzero $x$ the normalised expectation value is $E_H(x)/x^\dagger x$. In Lean, `*ᵥ` applies a matrix to a vector and `⬝ᵥ` is the dot product, with the conjugation supplied by `star`.

```lean
omit [DecidableEq n] in
/-- The energy form of a difference of two matrices is the difference of their energy forms. -/
theorem energy_sub (A B : Matrix n n ℂ) (x : n → ℂ) :
    energy (A - B) x = energy A x - energy B x := by
  simp [energy, Matrix.sub_mulVec, dotProduct_sub]
```

By linearity, $E_{A-B}(x)=E_A(x)-E_B(x)$.

```lean
omit [DecidableEq n] in
/-- A positive semidefinite matrix has a nonnegative energy form. -/
theorem energy_nonneg {V : Matrix n n ℂ} (hV : V.PosSemidef) (x : n → ℂ) :
    0 ≤ energy V x :=
  (Complex.le_def.1 (hV.dotProduct_mulVec_nonneg x)).1
```

If $V$ is positive semidefinite, then $x^\dagger Vx$ is real and nonnegative, so $E_V(x)\ge 0$.

## Energy in eigenmode amplitudes

```lean
/-- For a matrix `U D U†` with real diagonal `D`, the energy form is the sum of the diagonal
entries weighted by the squared moduli of the amplitudes `U†x`. -/
theorem energy_modes (U : Matrix n n ℂ) (d : n → ℝ) (x : n → ℂ) :
    energy (U * diagonal (fun i => (d i : ℂ)) * Uᴴ) x
      = ∑ i, d i * Complex.normSq ((Uᴴ *ᵥ x) i) := by
  have h : star x ⬝ᵥ ((U * diagonal (fun i => (d i : ℂ)) * Uᴴ) *ᵥ x)
      = star (Uᴴ *ᵥ x) ⬝ᵥ (diagonal (fun i => (d i : ℂ)) *ᵥ (Uᴴ *ᵥ x)) := by
    rw [Matrix.star_mulVec, Matrix.conjTranspose_conjTranspose, ← Matrix.dotProduct_mulVec,
      Matrix.mulVec_mulVec, Matrix.mulVec_mulVec]
  rw [energy, h]
  simp only [dotProduct, Matrix.mulVec_diagonal, Complex.re_sum, Pi.star_apply]
  refine Finset.sum_congr rfl fun i _ => ?_
  generalize (Uᴴ *ᵥ x) i = z
  simp [Complex.normSq_apply]
  ring
```

For a real diagonal matrix $D$ with entries $d_i$,
$$x^\dagger UDU^\dagger x=(U^\dagger x)^\dagger D\,(U^\dagger x)=\sum_i d_i\,|(U^\dagger x)_i|^2 .$$
The statement `h` is the first equality. The remaining lines write out the sum, with `Complex.normSq` as the squared modulus.

```lean
/-- A Hermitian matrix has a unitary matrix of eigenmodes in which the energy measured from `μ`
is the sum of the level energies measured from `μ`, weighted by the squared amplitudes. -/
theorem exists_modes {H : Matrix n n ℂ} (hH : H.IsHermitian) :
    ∃ U : Matrix n n ℂ, U * Uᴴ = 1 ∧ ∀ (x : n → ℂ) (μ : ℝ),
      energy H x - μ * energy 1 x
        = ∑ i, (hH.eigenvalues i - μ) * Complex.normSq ((Uᴴ *ᵥ x) i) := by
  obtain ⟨U, hU, hD⟩ : ∃ U : Matrix n n ℂ, U * Uᴴ = 1 ∧
      H = U * diagonal (fun i => (hH.eigenvalues i : ℂ)) * Uᴴ := by
    refine ⟨hH.eigenvectorUnitary, mem_unitaryGroup_iff.1 hH.eigenvectorUnitary.2, ?_⟩
    have h := hH.spectral_theorem
    rw [Unitary.conjStarAlgAut_apply] at h
    exact h
  refine ⟨U, hU, fun x μ => ?_⟩
  have h1 := energy_modes U hH.eigenvalues x
  rw [← hD] at h1
  have h2 := energy_modes U (fun _ => 1) x
  have h3 : U * diagonal (fun _ : n => ((1 : ℝ) : ℂ)) * Uᴴ = 1 := by simp [hU]
  rw [h3] at h2
  rw [h1, h2, Finset.mul_sum, ← Finset.sum_sub_distrib]
  exact Finset.sum_congr rfl fun i _ => by ring
```

The spectral theorem gives $H=UDU^\dagger$ with $UU^\dagger=1$ and the eigenvalues $\varepsilon_i$ on the diagonal of $D$. The previous formula is used twice, with $d_i=\varepsilon_i$ and with $d_i=1$. The second use gives $x^\dagger x=E_1(x)=\sum_i|(U^\dagger x)_i|^2$, and subtracting $\mu$ times this from the first yields
$$E_H(x)-\mu\,x^\dagger x=\sum_i(\varepsilon_i-\mu)\,|(U^\dagger x)_i|^2 .$$

## Comparing two electron counts

```lean
/-- Let `A` and `B` be Hermitian. If the energy form of `A` is at most that of `B` on every orbital
annihilated by `C`, then `B` holds at most `rank C` electrons per spin more than `A` at the same
chemical potential. -/
theorem electronCount_le_add_rank {A B : Matrix n n ℂ} (hA : A.IsHermitian)
    (hB : B.IsHermitian) (C : Matrix n n ℂ)
    (h : ∀ x, C *ᵥ x = 0 → energy A x ≤ energy B x) (μ : ℝ) :
    electronCount hB μ ≤ electronCount hA μ + C.rank := by
  obtain ⟨U, hU, hUA⟩ := exists_modes hA
  obtain ⟨W, -, hWB⟩ := exists_modes hB
  -- occupied amplitudes of `A`, empty amplitudes of `B`, and the constraint `C x`
  let f : (n → ℂ) →ₗ[ℂ] ({i // hA.eigenvalues i ≤ μ} → ℂ) ×
      ({i // ¬ hB.eigenvalues i ≤ μ} → ℂ) × LinearMap.range C.mulVecLin :=
    (LinearMap.funLeft ℂ ℂ Subtype.val ∘ₗ Uᴴ.mulVecLin).prod
      ((LinearMap.funLeft ℂ ℂ Subtype.val ∘ₗ Wᴴ.mulVecLin).prod C.mulVecLin.rangeRestrict)
  have hf : Function.Injective f := by
    refine (injective_iff_map_eq_zero f).2 fun x hx => ?_
    have h1 : ∀ i, hA.eigenvalues i ≤ μ → (Uᴴ *ᵥ x) i = 0 := fun i hi =>
      congrFun (congrArg (fun p => p.1) hx) ⟨i, hi⟩
    have h2 : ∀ i, ¬ hB.eigenvalues i ≤ μ → (Wᴴ *ᵥ x) i = 0 := fun i hi =>
      congrFun (congrArg (fun p => p.2.1) hx) ⟨i, hi⟩
    have h3 : C *ᵥ x = 0 := congrArg (fun p => (p.2.2 : n → ℂ)) hx
    have hBs : ∑ i, (hB.eigenvalues i - μ) * Complex.normSq ((Wᴴ *ᵥ x) i) ≤ 0 := by
      refine Finset.sum_nonpos fun i _ => ?_
      by_cases hi : hB.eigenvalues i ≤ μ
      · exact mul_nonpos_of_nonpos_of_nonneg (by linarith) (Complex.normSq_nonneg _)
      · simp only [h2 i hi, map_zero, mul_zero, le_refl]
    have hAs : ∀ i ∈ Finset.univ,
        0 ≤ (hA.eigenvalues i - μ) * Complex.normSq ((Uᴴ *ᵥ x) i) := by
      intro i _
      by_cases hi : hA.eigenvalues i ≤ μ
      · simp only [h1 i hi, map_zero, mul_zero, le_refl]
      · exact mul_nonneg (by linarith) (Complex.normSq_nonneg _)
    -- the two signs force every amplitude of `x` to vanish
    have hs : ∑ i, (hA.eigenvalues i - μ) * Complex.normSq ((Uᴴ *ᵥ x) i) = 0 :=
      le_antisymm (by linarith [h x h3, hUA x μ, hWB x μ]) (Finset.sum_nonneg hAs)
    have hz := (Finset.sum_eq_zero_iff_of_nonneg hAs).1 hs
    have hc : Uᴴ *ᵥ x = 0 := by
      funext i
      by_cases hi : hA.eigenvalues i ≤ μ
      · exact h1 i hi
      · have hne : hA.eigenvalues i - μ ≠ 0 := fun h0 => hi (by linarith)
        exact Complex.normSq_eq_zero.1
          ((mul_eq_zero.1 (hz i (Finset.mem_univ i))).resolve_left hne)
    calc x = (U * Uᴴ) *ᵥ x := by rw [hU, Matrix.one_mulVec]
      _ = U *ᵥ (Uᴴ *ᵥ x) := by rw [Matrix.mulVec_mulVec]
      _ = 0 := by rw [hc, Matrix.mulVec_zero]
  have hd := LinearMap.finrank_le_finrank_of_injective hf
  rw [Module.finrank_prod, Module.finrank_prod, Module.finrank_fintype_fun_eq_card,
    Module.finrank_fintype_fun_eq_card, Module.finrank_fintype_fun_eq_card,
    Fintype.card_subtype_compl] at hd
  have hle := Fintype.card_subtype_le (fun i => hB.eigenvalues i ≤ μ)
  unfold electronCount Matrix.rank
  omega
```

Suppose $E_A(x)\le E_B(x)$ whenever $Cx=0$. Then $N_B(\mu)\le N_A(\mu)+\operatorname{rank}C$.

Let $\alpha_i,\beta_i$ be the eigenvalues of $A,B$, and let $a=U^\dagger x$, $b=W^\dagger x$ be the amplitudes of $x$ in their eigenmodes. The linear map `f` sends $x$ to three things: the $a_i$ with $\alpha_i\le\mu$, the $b_i$ with $\beta_i>\mu$, and $Cx$. If all three vanish, then
$$0\le\sum_i(\alpha_i-\mu)|a_i|^2=E_A(x)-\mu x^\dagger x\le E_B(x)-\mu x^\dagger x=\sum_i(\beta_i-\mu)|b_i|^2\le 0 .$$
The first sum has only nonnegative terms left (`hAs`), and the last sum is at most zero (`hBs`). Hence the first sum is zero (`hs`), and so is each of its terms. Where $\alpha_i>\mu$ this forces $a_i=0$; the other $a_i$ vanish by assumption. So $a=0$ (`hc`), and $x=UU^\dagger x=0$ by the `calc` block.

The map is therefore injective, and its domain cannot have a larger dimension than its target:
$$|n|\le N_A(\mu)+\bigl(|n|-N_B(\mu)\bigr)+\operatorname{rank}C .$$
This is `hd`, and `omega` does the final integer arithmetic.

## The bound for attractive and mixed defects

```lean
/-- Added to a Hermitian matrix `H`, an attractive defect `-V`, with `V` positive semidefinite,
never expels electrons at fixed chemical potential and gains at most `rank V` electrons per spin. -/
theorem attractive_defect {H V : Matrix n n ℂ} (hH : H.IsHermitian) (hV : V.PosSemidef)
    (μ : ℝ) :
    electronCount hH μ ≤ electronCount (hH.sub hV.isHermitian) μ ∧
      electronCount (hH.sub hV.isHermitian) μ ≤ electronCount hH μ + V.rank := by
  constructor
  · have h := electronCount_le_add_rank (hH.sub hV.isHermitian) hH 0
      (fun x _ => by linarith [energy_sub H V x, energy_nonneg hV x]) μ
    rwa [Matrix.rank_zero, add_zero] at h
  · refine electronCount_le_add_rank hH (hH.sub hV.isHermitian) V (fun x hx => ?_) μ
    have h0 : energy V x = 0 := by simp [energy, hx]
    linarith [energy_sub H V x]
```

For Hermitian $H$, positive semidefinite $V$ and every real $\mu$,
$$N_H(\mu)\le N_{H-V}(\mu)\le N_H(\mu)+\operatorname{rank}V .$$
Positive semidefiniteness of $V$ says that the defect $-V$ raises no orbital's energy expectation value. The rank is the number of independent orbital combinations on which it acts. The matrix $V$ is given, not computed self-consistently, and the theorem counts electrons without locating them.

Both halves apply the comparison.

- **Lower bound:** take $A=H-V$, $B=H$, $C=0$. Then $E_{H-V}=E_H-E_V\le E_H$ for every $x$.
- **Upper bound:** take $A=H$, $B=H-V$, $C=V$. If $Vx=0$, then $E_V(x)=0$ and the two energies agree.

If $V$ is merely Hermitian, the lower bound can fail. Take one orbital with $H=0$, $V=-1$ and $\mu=0$: the level moves from $0$ to $1$, and the count falls from $1$ to $0$. The argument for the upper bound uses only that $V$ is Hermitian.

```lean
/-- Added to a Hermitian matrix `H`, a defect `-(P - Q)` with attractive part `P` and repulsive part
`Q`, both positive semidefinite, gains at most `rank P` and loses at most `rank Q` electrons per
spin at fixed chemical potential. -/
theorem mixed_defect {H P Q : Matrix n n ℂ} (hH : H.IsHermitian) (hP : P.PosSemidef)
    (hQ : Q.PosSemidef) (μ : ℝ) :
    electronCount (hH.sub (hP.isHermitian.sub hQ.isHermitian)) μ
        ≤ electronCount hH μ + P.rank ∧
      electronCount hH μ
        ≤ electronCount (hH.sub (hP.isHermitian.sub hQ.isHermitian)) μ + Q.rank := by
  constructor
  · refine electronCount_le_add_rank hH _ P (fun x hx => ?_) μ
    have h0 : energy P x = 0 := by simp [energy, hx]
    linarith [energy_sub H (P - Q) x, energy_sub P Q x, energy_nonneg hQ x]
  · refine electronCount_le_add_rank _ hH Q (fun x hx => ?_) μ
    have h0 : energy Q x = 0 := by simp [energy, hx]
    linarith [energy_sub H (P - Q) x, energy_sub P Q x, energy_nonneg hP x]
```

Here the Hamiltonian with the defect is $H-(P-Q)=H-P+Q$, with $P$ attractive and $Q$ repulsive. At most $\operatorname{rank}P$ electrons are gained and at most $\operatorname{rank}Q$ are lost. If $Px=0$, the defect changes the energy form by $+E_Q(x)\ge 0$, which gives the first bound. If $Qx=0$, the change is $-E_P(x)\le 0$, which gives the second.

## A well that attains the bound

```lean
/-- For a positive semidefinite matrix, the electron count at chemical potential zero and the
rank add up to the number of orbitals. -/
theorem electronCount_zero_add_rank {A : Matrix n n ℂ} (hA : A.PosSemidef) :
    electronCount hA.isHermitian 0 + A.rank = Fintype.card n := by
  have e : Fintype.card {i // hA.isHermitian.eigenvalues i ≠ 0}
      = Fintype.card {i // ¬ hA.isHermitian.eigenvalues i ≤ 0} :=
    Fintype.card_congr (Equiv.subtypeEquivRight fun i =>
      not_congr ⟨fun h => h.le, fun h => le_antisymm h (hA.eigenvalues_nonneg i)⟩)
  rw [hA.isHermitian.rank_eq_card_non_zero_eigs, e, Fintype.card_subtype_compl]
  have hle := Fintype.card_subtype_le (fun i => hA.isHermitian.eigenvalues i ≤ 0)
  unfold electronCount
  omega
```

A positive semidefinite $A$ has no negative eigenvalues, so those at most zero are exactly zero. The rank counts the nonzero ones. Together they make up all $|n|$ levels: $N_A(0)+\operatorname{rank}A=|n|$.

```lean
/-- The well of unit depth on the set `s` of orbitals: diagonal, with entry one on `s` and zero
elsewhere. -/
def well (s : Finset n) : Matrix n n ℂ := diagonal fun i => if i ∈ s then 1 else 0
```

`well s` is the diagonal matrix with entry $1$ for orbitals in the set $s$ and $0$ elsewhere.

```lean
/-- The well on `s` is positive semidefinite and its rank is the number of orbitals in `s`. -/
theorem well_posSemidef_rank (s : Finset n) : (well s).PosSemidef ∧ (well s).rank = s.card := by
  constructor
  · refine Matrix.posSemidef_diagonal_iff.2 fun i => ?_
    split_ifs <;> simp
  · rw [well, Matrix.rank_diagonal, Fintype.card_subtype]
    simp
```

Its diagonal entries are nonnegative, so it is positive semidefinite. Exactly $|s|$ of them are nonzero, so its rank is $|s|$.

```lean
/-- With all orbitals at energy one and chemical potential zero, subtracting the well on `s` gains
exactly as many electrons per spin as the rank of the well. -/
theorem attractive_defect_sharp (s : Finset n) :
    electronCount (Matrix.isHermitian_one.sub (well_posSemidef_rank s).1.isHermitian) 0
      = electronCount (Matrix.isHermitian_one (n := n) (α := ℂ)) 0 + (well s).rank := by
  -- what remains after the subtraction is the well on the complement of `s`
  have hc : 1 - well s = well sᶜ := by
    ext i j
    by_cases hij : i = j
    · subst hij
      by_cases hi : i ∈ s <;> simp [well, hi]
    · simp [well, hij]
  have hp : (1 - well s).PosSemidef := by
    rw [hc]
    exact (well_posSemidef_rank sᶜ).1
  have h1 := electronCount_zero_add_rank hp
  have h2 := electronCount_zero_add_rank (Matrix.PosSemidef.one (n := n) (R := ℂ))
  have h3 : (1 - well s).rank = sᶜ.card := by rw [hc, (well_posSemidef_rank sᶜ).2]
  rw [Matrix.rank_one] at h2
  have h4 := s.card_add_card_compl
  have h5 := (well_posSemidef_rank s).2
  omega

end

end DefectDisplacedCharge
```

Put every orbital at energy $1$ and set $\mu=0$, so that no level is occupied. Subtracting the well lowers the orbitals in $s$ to energy $0$, where they count as occupied. The gain is $|s|$, the rank of the well. Since $s$ is arbitrary, the upper bound is attained for every rank from $0$ to $|n|$.

In the proof, `hc` identifies what remains as the well on the complement of $s$. The zero-level count is then applied to this matrix and to the identity, and `omega` combines the results.

```lean
#print axioms DefectDisplacedCharge.attractive_defect
#print axioms DefectDisplacedCharge.mixed_defect
#print axioms DefectDisplacedCharge.attractive_defect_sharp
```

```
'DefectDisplacedCharge.attractive_defect' depends on axioms: [propext, Classical.choice, Quot.sound]
'DefectDisplacedCharge.mixed_defect' depends on axioms: [propext, Classical.choice, Quot.sound]
'DefectDisplacedCharge.attractive_defect_sharp' depends on axioms: [propext, Classical.choice, Quot.sound]
```
